# Two surface-energy limits of a thick hard-wall film of non-interacting electrons at fixed Fermi wavenumber

I keep the Fermi wavenumber $k>0$ fixed, not the electron number, while a film between hard walls a distance $L$ apart grows thick. At zero temperature, with both spin states filled, $\hbar=m=1$ and $q_j=j\pi/L$, its electron number and kinetic energy per unit area are

$$N=\sum_{j\ge1,\;q_j\le k}\frac{k^2-q_j^2}{2\pi},\qquad T=\sum_{j\ge1,\;q_j\le k}\frac{k^4-q_j^4}{8\pi}.$$

I believe that, as $L\to\infty$,

$$T-\tfrac{3}{10}k^2N\to 2\,\frac{k^4}{160\pi},\qquad T-\frac{k^5L}{10\pi^2}-\frac{k^2}{2}\Big(N-\frac{k^3L}{3\pi^2}\Big)\to 2\,\frac{k^4}{32\pi}.$$

New subbands keep opening as $L$ grows, so I would like a rigorous, machine-checked proof that the limits exist. Can it be done?

## Both limits hold, with shell oscillations dying as $1/L$ in the first and $1/L^2$ in the second

Fixing $k$ makes the occupied set an explicit finite range, $1\le j\le\lfloor kL/\pi\rfloor$, and $N$ then follows from $L$. Both limits are correct.

**Subbands.** Two spin states give $p\,dp/\pi$ in-plane states per unit area. Filling the disc up to $p^2=k^2-q^2$ gives

$$\int\frac{p}{\pi}\,dp=\frac{k^2-q^2}{2\pi},\qquad \int\frac p\pi\,\frac{p^2+q^2}{2}\,dp=\frac{(k^2-q^2)(k^2+q^2)}{8\pi}.$$

**Sums.** Let $x=kL/\pi$, $M=\lfloor x\rfloor$, $t=x-M$ and $u=t(1-t)$. Then $N=\frac{k^2}{2\pi}S_2$ and $T=\frac{k^4}{8\pi}S_4$, where

$$S_2=\sum_{j=1}^M\Big(1-\frac{j^2}{x^2}\Big)=M-\frac{M(M+1)(2M+1)}{6x^2},$$

$$S_4=\sum_{j=1}^M\Big(1-\frac{j^4}{x^4}\Big)=M-\frac{M(M+1)(2M+1)(3M^2+3M-1)}{30x^4}.$$

Substituting $M=x-t$ gives

$$S_2=\frac{2x}3-\frac12+\frac1x\Big[u-\frac16+\frac{u(1-2t)}{6x}\Big],$$

$$S_4=\frac{4x}5-\frac12+\frac1x\Big[2u-\frac13+\frac{u(1-2t)}{x}-\frac{u^2-\frac1{30}}{x^2}-\frac{u(1-2t)(1+3u)}{30x^3}\Big].$$

The brackets are bounded for $x\ge1$, since $0\le t<1$.

**Limits.** Hence $N-k^3L/(3\pi^2)\to-k^2/(4\pi)$ and $T-k^5L/(10\pi^2)\to-k^4/(16\pi)$. In the first claim the bulk terms cancel, leaving $\frac{k^4}{\pi}\left(-\frac1{16}+\frac3{40}\right)=\frac{k^4}{80\pi}$. The second gives $\frac{k^4}{\pi}\left(-\frac1{16}+\frac18\right)=\frac{k^4}{16\pi}$. In the second claim the terms of order $1/x$ cancel too, since $2u-\frac13=2(u-\frac16)$; in the first they leave $\frac{k^4}{\pi}\frac{6u-1}{60x}$. These rates follow from the formulas above; the Lean theorems state only the limits.

## What the Lean statement says

`density k L` is $N$, `kinetic k L` is $T$, and `occupied k L` is the range of $j$; `mem_occupied` proves that it means $j\ge1$ and $q_j\le k$. `subband_integrals` ties the summands to the disc integrals. `surface_energy_limits` assumes only `0 < k` and lets the real variable $L$ tend to infinity through all widths, not just those where a subband opens.

The factor 2 counts the two surfaces. The first expression is the film's energy less that of bulk with the same $k$ and the same number of electrons. The second is the film's grand potential $T-\frac{k^2}{2}N$ less that of bulk with the same $k$ and width $L$. The two limits differ because bulk of width $L$ holds more electrons than the film, by a number per unit area that tends to $k^2/(4\pi)$. A surface energy quoted for this model should therefore name its bulk reference. Electrostatics, exchange, correlation and finite barriers are absent.

`neutral_background_width` adds that a neutralising background of density $k^3/(3\pi^2)$ is narrower than $L$ by an amount tending to $2\cdot3\pi/(8k)$.

```lean
import Mathlib

open Real Filter Topology

namespace JelliumHardWallFilm

noncomputable section

/-- Wavenumber `q_j = j π / L` of the `j`-th standing wave between hard walls a distance
`L > 0` apart. -/
def wavenumber (L : ℝ) (j : ℕ) : ℝ := j * π / L

/-- Labels of the occupied subbands of a film of width `L > 0` with Fermi wavenumber `k > 0`. -/
def occupied (k L : ℝ) : Finset ℕ := Finset.Icc 1 ⌊k * L / π⌋₊

/-- Number of electrons per unit area of the film, for width `L > 0`. -/
def density (k L : ℝ) : ℝ :=
  ∑ j ∈ occupied k L, (k ^ 2 - wavenumber L j ^ 2) / (2 * π)

/-- Kinetic energy per unit area of the film, for width `L > 0`, in units `ħ = m = 1`. -/
def kinetic (k L : ℝ) : ℝ :=
  ∑ j ∈ occupied k L, (k ^ 4 - wavenumber L j ^ 4) / (8 * π)

/-- For positive `k` and `L`, the occupied subbands are those with `j ≥ 1` and `q_j ≤ k`. -/
theorem mem_occupied {k L : ℝ} (hk : 0 < k) (hL : 0 < L) (j : ℕ) :
    j ∈ occupied k L ↔ 1 ≤ j ∧ wavenumber L j ≤ k := by
  unfold occupied wavenumber
  rw [Finset.mem_Icc, Nat.le_floor_iff (by positivity), le_div_iff₀ pi_pos, div_le_iff₀ hL]

/-- Filling the in-plane Fermi disc of a subband with `q² ≤ k²`, with two spin states and
hence `p dp / π` states per unit area, gives the subband's electron number and kinetic energy. -/
theorem subband_integrals {k q : ℝ} (hq : q ^ 2 ≤ k ^ 2) :
    (∫ p in (0 : ℝ)..√(k ^ 2 - q ^ 2), p / π) = (k ^ 2 - q ^ 2) / (2 * π) ∧
    (∫ p in (0 : ℝ)..√(k ^ 2 - q ^ 2), p / π * ((p ^ 2 + q ^ 2) / 2))
      = (k ^ 4 - q ^ 4) / (8 * π) := by
  have hs : √(k ^ 2 - q ^ 2) ^ 2 = k ^ 2 - q ^ 2 := Real.sq_sqrt (by linarith)
  have hs4 : √(k ^ 2 - q ^ 2) ^ 4 = (k ^ 2 - q ^ 2) ^ 2 := by
    linear_combination (√(k ^ 2 - q ^ 2) ^ 2 + (k ^ 2 - q ^ 2)) * hs
  constructor
  · rw [intervalIntegral.integral_div, integral_id, hs]
    ring
  · have d2 : ∀ p : ℝ, HasDerivAt (fun p : ℝ => p ^ 2) (2 * p) p := fun p => by
      simpa using hasDerivAt_pow 2 p
    have d4 : ∀ p : ℝ, HasDerivAt (fun p : ℝ => p ^ 4) (4 * p ^ 3) p := fun p => by
      simpa using hasDerivAt_pow 4 p
    have h : ∀ p : ℝ, HasDerivAt (fun p : ℝ => (p ^ 4 / 8 + q ^ 2 / 4 * p ^ 2) / π)
        (p / π * ((p ^ 2 + q ^ 2) / 2)) p := fun p =>
      ((((d4 p).div_const 8).fun_add ((d2 p).const_mul (q ^ 2 / 4))).div_const π).congr_deriv
        (by ring)
    rw [intervalIntegral.integral_eq_sub_of_hasDerivAt (fun p _ => h p)
      ((by fun_prop : Continuous fun p : ℝ =>
        p / π * ((p ^ 2 + q ^ 2) / 2)).intervalIntegrable _ _), hs, hs4]
    ring

/-- If, for `x ≥ 1`, a quantity differs from `c` by `1/x` times a function, continuous on the whole
plane, of `1/x` and of the fractional part of `x`, then it tends to `c` for large `x`. -/
theorem shell_limit {G : ℝ → ℝ} {c : ℝ} {P : ℝ × ℝ → ℝ} (hP : Continuous P)
    (h : ∀ x, 1 ≤ x → G x - c = P (x - (⌊x⌋₊ : ℝ), x⁻¹) * x⁻¹) : Tendsto G atTop (𝓝 c) := by
  -- a continuous function is bounded on the unit square
  obtain ⟨C, hC⟩ := (isCompact_Icc (a := ((0 : ℝ), (0 : ℝ)))
    (b := ((1 : ℝ), (1 : ℝ)))).exists_bound_of_continuousOn hP.continuousOn
  have hz := (tendsto_inv_atTop_zero :
    Tendsto (fun x : ℝ => x⁻¹) atTop (𝓝 0)).const_mul C
  rw [mul_zero] at hz
  rw [tendsto_iff_norm_sub_tendsto_zero]
  refine squeeze_zero' (Eventually.of_forall fun _ => norm_nonneg _) ?_ hz
  filter_upwards [eventually_ge_atTop (1 : ℝ)] with x hx
  have hy : 0 ≤ x⁻¹ := inv_nonneg.mpr (by linarith)
  rw [h x hx, norm_mul, Real.norm_of_nonneg hy]
  refine mul_le_mul_of_nonneg_right (hC _ ⟨Prod.mk_le_mk.mpr ⟨?_, hy⟩,
    Prod.mk_le_mk.mpr ⟨?_, inv_le_one_of_one_le₀ hx⟩⟩) hy
  · linarith [Nat.floor_le (by linarith : 0 ≤ x)]
  · linarith [Nat.lt_floor_add_one x]

/-- The sum of `1 - (j/x)²` over `1 ≤ j ≤ x`, minus `2x/3`, tends to `-1/2` for large `x`. -/
theorem quadratic_sum : Tendsto (fun x : ℝ =>
    ∑ j ∈ Finset.Icc 1 ⌊x⌋₊, (1 - ((j : ℝ) / x) ^ 2) - 2 * x / 3) atTop (𝓝 (-1 / 2)) := by
  have hsum : ∀ (x : ℝ) (M : ℕ), ∑ j ∈ Finset.Icc 1 M, (1 - ((j : ℝ) / x) ^ 2)
      = M - M * (M + 1) * (2 * M + 1) / (6 * x ^ 2) := by
    intro x M
    induction M with
    | zero => simp
    | succ M ih =>
      rw [Finset.sum_Icc_succ_top (by omega), ih]
      push_cast
      ring
  refine shell_limit (P := fun z => z.1 * (1 - z.1) - 1 / 6
    + z.1 * (1 - z.1) * (1 - 2 * z.1) * z.2 / 6) (by fun_prop) fun x hx => ?_
  have hx0 : x ≠ 0 := by linarith
  obtain ⟨t, ht⟩ : ∃ t, x - (⌊x⌋₊ : ℝ) = t := ⟨_, rfl⟩
  have hM : (⌊x⌋₊ : ℝ) = x - t := by linarith
  dsimp only
  rw [hsum, ht, hM]
  field_simp
  ring

/-- The sum of `1 - (j/x)⁴` over `1 ≤ j ≤ x`, minus `4x/5`, tends to `-1/2` for large `x`. -/
theorem quartic_sum : Tendsto (fun x : ℝ =>
    ∑ j ∈ Finset.Icc 1 ⌊x⌋₊, (1 - ((j : ℝ) / x) ^ 4) - 4 * x / 5) atTop (𝓝 (-1 / 2)) := by
  have hsum : ∀ (x : ℝ) (M : ℕ), ∑ j ∈ Finset.Icc 1 M, (1 - ((j : ℝ) / x) ^ 4)
      = M - M * (M + 1) * (2 * M + 1) * (3 * M ^ 2 + 3 * M - 1) / (30 * x ^ 4) := by
    intro x M
    induction M with
    | zero => simp
    | succ M ih =>
      rw [Finset.sum_Icc_succ_top (by omega), ih]
      push_cast
      ring
  refine shell_limit (P := fun z => 2 * (z.1 * (1 - z.1)) - 1 / 3
    + z.1 * (1 - z.1) * (1 - 2 * z.1) * z.2 - ((z.1 * (1 - z.1)) ^ 2 - 1 / 30) * z.2 ^ 2
    - z.1 * (1 - z.1) * (1 - 2 * z.1) * (1 + 3 * (z.1 * (1 - z.1))) / 30 * z.2 ^ 3)
    (by fun_prop) fun x hx => ?_
  have hx0 : x ≠ 0 := by linarith
  obtain ⟨t, ht⟩ : ∃ t, x - (⌊x⌋₊ : ℝ) = t := ⟨_, rfl⟩
  have hM : (⌊x⌋₊ : ℝ) = x - t := by linarith
  dsimp only
  rw [hsum, ht, hM]
  field_simp
  ring

/-- For `k > 0`, the electron number per area minus its bulk value `k³L/(3π²)` tends to
`-k²/(4π)`, and the kinetic energy per area minus its bulk value `k⁵L/(10π²)` tends to
`-k⁴/(16π)`, as the film grows thick. -/
theorem surface_excess {k : ℝ} (hk : 0 < k) :
    Tendsto (fun L => density k L - k ^ 3 * L / (3 * π ^ 2)) atTop (𝓝 (-(k ^ 2 / (4 * π)))) ∧
    Tendsto (fun L => kinetic k L - k ^ 5 * L / (10 * π ^ 2)) atTop
      (𝓝 (-(k ^ 4 / (16 * π)))) := by
  have hx : Tendsto (fun L : ℝ => k * L / π) atTop atTop :=
    (tendsto_id.const_mul_atTop hk).atTop_div_const pi_pos
  constructor
  · have e : ∀ L : ℝ, 0 < L → k ^ 2 / (2 * π) * (∑ j ∈ Finset.Icc 1 ⌊k * L / π⌋₊,
        (1 - ((j : ℝ) / (k * L / π)) ^ 2) - 2 * (k * L / π) / 3)
        = density k L - k ^ 3 * L / (3 * π ^ 2) := by
      intro L hL
      rw [mul_sub, Finset.mul_sum]
      unfold density occupied wavenumber
      congr 1
      · refine Finset.sum_congr rfl fun j _ => ?_
        field_simp
      · ring
    rw [show -(k ^ 2 / (4 * π)) = k ^ 2 / (2 * π) * (-1 / 2) by ring]
    refine ((quadratic_sum.comp hx).const_mul (k ^ 2 / (2 * π))).congr' ?_
    filter_upwards [eventually_gt_atTop (0 : ℝ)] with L hL
    exact e L hL
  · have e : ∀ L : ℝ, 0 < L → k ^ 4 / (8 * π) * (∑ j ∈ Finset.Icc 1 ⌊k * L / π⌋₊,
        (1 - ((j : ℝ) / (k * L / π)) ^ 4) - 4 * (k * L / π) / 5)
        = kinetic k L - k ^ 5 * L / (10 * π ^ 2) := by
      intro L hL
      rw [mul_sub, Finset.mul_sum]
      unfold kinetic occupied wavenumber
      congr 1
      · refine Finset.sum_congr rfl fun j _ => ?_
        field_simp
      · ring
    rw [show -(k ^ 4 / (16 * π)) = k ^ 4 / (8 * π) * (-1 / 2) by ring]
    refine ((quartic_sum.comp hx).const_mul (k ^ 4 / (8 * π))).congr' ?_
    filter_upwards [eventually_gt_atTop (0 : ℝ)] with L hL
    exact e L hL

/-- For `k > 0` and growing width, the kinetic energy per area, less `3k²/10` times the electron
number per area, tends to `2 k⁴/(160π)`; the excess over the bulk energy of width `L`, less `k²/2`
per excess electron, tends to `2 k⁴/(32π)`. -/
theorem surface_energy_limits {k : ℝ} (hk : 0 < k) :
    Tendsto (fun L => kinetic k L - 3 / 10 * k ^ 2 * density k L) atTop
      (𝓝 (2 * (k ^ 4 / (160 * π)))) ∧
    Tendsto (fun L => kinetic k L - k ^ 5 * L / (10 * π ^ 2)
        - k ^ 2 / 2 * (density k L - k ^ 3 * L / (3 * π ^ 2))) atTop
      (𝓝 (2 * (k ^ 4 / (32 * π)))) := by
  obtain ⟨hN, hT⟩ := surface_excess hk
  constructor
  · -- the bulk terms cancel at the bulk energy per electron
    rw [show 2 * (k ^ 4 / (160 * π))
      = -(k ^ 4 / (16 * π)) - 3 / 10 * k ^ 2 * (-(k ^ 2 / (4 * π))) by ring]
    exact (hT.sub (hN.const_mul (3 / 10 * k ^ 2))).congr fun L => by ring
  · rw [show 2 * (k ^ 4 / (32 * π))
      = -(k ^ 4 / (16 * π)) - k ^ 2 / 2 * (-(k ^ 2 / (4 * π))) by ring]
    exact hT.sub (hN.const_mul (k ^ 2 / 2))

/-- For `k > 0`, the uniform background of density `k³/(3π²)` that neutralises the film is
narrower than the distance `L` between the walls by an amount that tends to `2 · 3π/(8k)`. -/
theorem neutral_background_width {k : ℝ} (hk : 0 < k) :
    Tendsto (fun L => L - density k L / (k ^ 3 / (3 * π ^ 2))) atTop
      (𝓝 (2 * (3 * π / (8 * k)))) := by
  have h := (surface_excess hk).1.const_mul (-(3 * π ^ 2 / k ^ 3))
  have e : 2 * (3 * π / (8 * k)) = -(3 * π ^ 2 / k ^ 3) * (-(k ^ 2 / (4 * π))) := by
    field_simp
    ring
  rw [e]
  refine h.congr fun L => ?_
  field_simp
  ring

end

end JelliumHardWallFilm
```

```lean
#print axioms JelliumHardWallFilm.mem_occupied
-- 'JelliumHardWallFilm.mem_occupied' depends on axioms: [propext, Classical.choice, Quot.sound]
#print axioms JelliumHardWallFilm.subband_integrals
-- 'JelliumHardWallFilm.subband_integrals' depends on axioms: [propext, Classical.choice, Quot.sound]
#print axioms JelliumHardWallFilm.surface_energy_limits
-- 'JelliumHardWallFilm.surface_energy_limits' depends on axioms: [propext, Classical.choice, Quot.sound]
#print axioms JelliumHardWallFilm.neutral_background_width
-- 'JelliumHardWallFilm.neutral_background_width' depends on axioms: [propext, Classical.choice, Quot.sound]
```

## From bounded remainders to the limits

`shell_limit` handles the oscillations: a continuous function of $(t,1/x)$ is bounded on the unit square, so after multiplication by $1/x$ it is squeezed to zero. `quadratic_sum` and `quartic_sum` prove the closed sums by induction, then check the bracketed remainders with `field_simp` and `ring`. `surface_excess` substitutes $x=kL/\pi$ and restores the prefactors. The last two theorems take linear combinations of its limits.

## A film with $L=2\pi$, and a negative $k$

Take $k=1$ and $L=2\pi$, so $q_1=\frac12$ and $q_2=1$; the second subband contributes nothing. Then $N=3/(8\pi)$ and $T=15/(128\pi)$. The first expression is $3/(640\pi)\approx0.0047/\pi$, still far from its limit $0.0125/\pi$. The second is about $0.0630/\pi$, already close to $0.0625/\pi$. At $L=10\pi$ the first has risen to about $0.0108/\pi$.

For negative $k$ the conclusion of `surface_energy_limits` fails. For $k=-1$ and $L>0$ no label is occupied, so $N=T=0$. The first expression is then always $0$, not $1/(80\pi)$, and the second is $-L/(15\pi^2)$, which diverges.
